# For positive masses, g > 0 and V ≥ 0, the matching condition √(−2E/m₁) + √(2(V−E)/m₂) = 2g has a solution E < 0 exactly when V < 2m₂g², and never more than one

The declaration `matching_solvable_iff` concerns the equation √(−2E/m₁) + √(2(V−E)/m₂) = 2g for an energy E below zero, with positive masses m₁ and m₂, g > 0 and V ≥ 0. It says that a solution exists exactly when V < 2m₂g², and that there are never two. The equation is taken as given, not derived from a Schrödinger equation. The proof uses the fact that the left side strictly decreases as E rises to 0, which gives both uniqueness and the necessity of the bound on V. For existence it applies the intermediate value theorem between E = −2m₁g², where the first square root alone equals 2g, and E = 0, where the left side is below 2g.

In Lean, a first try:

```lean
import Mathlib

open Set Filter Topology

namespace MatchingSolvableIff

noncomputable section

/-- The left side of the matching condition, for positive masses and `E ≤ 0 ≤ V`. -/
def matching (m₁ m₂ V E : ℝ) : ℝ :=
  Real.sqrt (-2 * E / m₁) + Real.sqrt (2 * (V - E) / m₂)

/-- For positive masses and `V ≥ 0`, the left side of the matching condition strictly decreases
as the energy rises towards `0`. -/
theorem matching_strictAnti {m₁ m₂ V E E' : ℝ} (h₁ : 0 < m₁) (h₂ : 0 < m₂) (hV : 0 ≤ V)
    (h : E < E') (hE' : E' ≤ 0) : matching m₁ m₂ V E' < matching m₁ m₂ V E :=
  add_lt_add
    (Real.sqrt_lt_sqrt (div_nonneg (by linarith) h₁.le)
      (div_lt_div_of_pos_right (by linarith) h₁))
    (Real.sqrt_lt_sqrt (div_nonneg (by linarith) h₂.le)
      (div_lt_div_of_pos_right (by linarith) h₂))

/-- For positive masses, `g > 0` and `V ≥ 0`, the matching condition has a solution `E < 0` exactly
when `V < 2 m₂ g²`, and it never has two. -/
theorem matching_solvable_iff {m₁ m₂ V g : ℝ} (h₁ : 0 < m₁) (h₂ : 0 < m₂)
    (hV : 0 ≤ V) (hg : 0 < g) :
    ((∃ E < 0, matching m₁ m₂ V E = 2 * g) ↔ V < 2 * m₂ * g ^ 2) ∧
    ∀ E < 0, ∀ E' < 0, matching m₁ m₂ V E = 2 * g → matching m₁ m₂ V E' = 2 * g → E = E' := by
  have hthr : matching m₁ m₂ V 0 < 2 * g ↔ V < 2 * m₂ * g ^ 2 := by
    have h : matching m₁ m₂ V 0 = Real.sqrt (2 * V / m₂) := by simp [matching]
    rw [h, Real.sqrt_lt' (by positivity), div_lt_iff₀ h₂]
    constructor <;> intro h <;> linarith
  refine ⟨⟨?_, fun h => ?_⟩, fun E hE E' hE' h h' => ?_⟩
  · rintro ⟨E, hE, h⟩
    exact hthr.1 (h ▸ matching_strictAnti h₁ h₂ hV hE le_rfl)
  · -- at E = -2 m₁ g² the left half alone already supplies 2g
    have hdeep : 2 * g ≤ matching m₁ m₂ V (-(2 * m₁ * g ^ 2)) := by
      have e : -2 * -(2 * m₁ * g ^ 2) / m₁ = (2 * g) ^ 2 := by
        field_simp
        ring
      rw [matching, e, Real.sqrt_sq (by positivity)]
      exact le_add_of_nonneg_right (Real.sqrt_nonneg _)
    have hc : Continuous (matching m₁ m₂ V) := by
      unfold matching
      fun_prop
    have hle : -(2 * m₁ * g ^ 2) ≤ 0 := neg_nonpos.2 (by positivity)
    obtain ⟨E, hE, h'⟩ := intermediate_value_Icc' hle hc.continuousOn ⟨(hthr.2 h).le, hdeep⟩
    refine ⟨E, lt_of_le_of_ne hE.2 ?_, h'⟩
    rintro rfl
    exact (hthr.2 h).ne h'
  · rcases lt_trichotomy E E' with hlt | heq | hlt
    · linarith [matching_strictAnti h₁ h₂ hV hlt hE'.le]
    · exact heq
    · linarith [matching_strictAnti h₁ h₂ hV hlt hE.le]

end

end MatchingSolvableIff
```

The error:

```
Main.lean:40:8: error: No goals to be solved
```

What went wrong. The error is at the `ring` in the proof of `e`, the identity `-2 * -(2 * m₁ * g ^ 2) / m₁ = (2 * g) ^ 2`. This is the step that makes the first square root equal to 2g at the lower energy.

The message "No goals to be solved" means that `ring` was called when nothing was left to prove. The identity is true, and `field_simp` had already proved it in full. Besides cancelling the nonzero mass `m₁`, `field_simp` does some algebraic normalisation of its own, and here that was enough to bring the two sides together and close the goal. The `ring` was there to finish algebra that `field_simp` might have left over, but there was none, and Lean treats a call to `ring` with no goal as an error.

The diff deletes that `ring`, so the proof of `e` ends where the goal is closed. Nothing else needed to change.

This version goes through:

```diff
@@ -38,5 +38,4 @@
       have e : -2 * -(2 * m₁ * g ^ 2) / m₁ = (2 * g) ^ 2 := by
         field_simp
-        ring
       rw [matching, e, Real.sqrt_sq (by positivity)]
       exact le_add_of_nonneg_right (Real.sqrt_nonneg _)
```
